# The average of an outgoing s-wave over a sphere with the source outside is $\sin(kr)/(kr)$ times its value at the centre

The average over a sphere is represented here by a one-dimensional integral over the cosine of an angle. Take a point source at distance $d$ from the centre of a sphere of radius $r$. Seen from the centre, let $x$ be the cosine of the angle between the direction to the source and the direction to a point on the surface. A field that depends only on the distance $s$ from the source is constant on each circle of fixed $x$, so the azimuthal integral gives $2\pi$:

$$\frac{1}{4\pi}\int f(s)\,d\Omega=\frac12\int_{-1}^{1} f(s(x))\,dx .$$

The right-hand side is taken as the definition of the average. The reduction from the surface integral is the physical reason for that definition and is not a theorem of the file.

For $0<r<d$ and a complex wavenumber $k\neq0$, the main result is

$$\frac12\int_{-1}^{1}\frac{e^{iks(x)}}{s(x)}\,dx=\frac{\sin(kr)}{kr}\,\frac{e^{ikd}}{d}.$$

This is the $l=0$ projection of the addition theorem for spherical waves. Averaging removes every partial wave about the centre with $l>0$, and the coefficients of those waves are not determined here. In multiple-scattering theory, $e^{ikd}/d$ is, up to normalisation, the structure constant that couples the s-channels of two sites, for free propagation in a constant potential between them.

```lean
import Mathlib

open Complex (I)

namespace SWaveAddition

noncomputable section
```

## Distance, wave and average

The law of cosines gives the distance from the source to the surface point:

$$s(x)=\sqrt{r^2+d^2-2rdx}.$$

The nearest point of the sphere has $x=1$ and the farthest has $x=-1$.

```lean
/-- Distance from a source to a point on a sphere of radius `r` centred at distance `d` from the
source, where `x` is the cosine of the angle, seen from the centre, between the directions to the
source and to the point. -/
def separation (r d x : ℝ) : ℝ := Real.sqrt (r ^ 2 + d ^ 2 - 2 * r * d * x)
```

The radii and the cosine are real numbers. `separation r d` with its last argument left open is the function $x\mapsto s(x)$.

The wave sent out by the source is $e^{iks}/s$. For real $k$, $k^2$ is proportional to the kinetic energy in the constant potential, and a positive imaginary part of $k$ describes damping with distance.

```lean
/-- The spherical s-wave `exp(iks)/s` with complex wavenumber `k`. For real `k > 0` and the time
factor `exp(-iωt)`, `ω > 0`, it is outgoing. -/
def outgoing (k : ℂ) (s : ℝ) : ℂ := Complex.exp (I * k * s) / s
```

The wavenumber has type `ℂ`, so real $k>0$ is a special case. With the time factor $e^{-i\omega t}$, $\omega>0$, the wave travels outwards when $k$ is real and positive. The name `outgoing` is kept for every complex $k$, although a negative real $k$ gives an incoming wave. The amplitude carries no factor $1/(4\pi)$ and no sign from a Green-function convention.

The average of a central field $f$ is half the integral of $f(s(x))$ over $-1\le x\le1$.

```lean
/-- Average of a central field `f` over a sphere of radius `r` whose centre lies at
distance `d` from the source of the field. -/
def shellAverage (f : ℝ → ℂ) (r d : ℝ) : ℂ :=
  (1 / 2 : ℂ) * (∫ x in (-1 : ℝ)..1, f (separation r d x))
```

Here `f` takes a real distance to a complex amplitude.

## The separation stays positive and varies smoothly

Completing the square gives

$$s^2=(d-r)^2+2rd(1-x).$$

For $0<r<d$ and $x\le1$ the first term is positive and the second is non-negative. Hence $s^2>0$, and the sphere does not touch the source.

```lean
/-- The squared separation is positive when the source lies outside the sphere. -/
theorem separation_sq_pos {r d x : ℝ} (hr : 0 < r) (hrd : r < d) (hx : x ≤ 1) :
    0 < r ^ 2 + d ^ 2 - 2 * r * d * x := by
  have h1 : 0 < (d - r) ^ 2 := pow_pos (sub_pos.mpr hrd) 2
  have h2 : 0 ≤ (r * d) * (1 - x) :=
    mul_nonneg (mul_pos hr (hr.trans hrd)).le (sub_nonneg.mpr hx)
  nlinarith [h1, h2]
```

The facts `h1` and `h2` are the signs of the two terms, the second without its factor of 2, and `nlinarith` combines them.

Since $s^2$ is positive, the square root can be differentiated:

$$\frac{ds}{dx}=\frac{-2rd}{2s}=-\frac{rd}{s}.$$

```lean
/-- The separation `s` changes with the cosine of the angle at the rate `-r d / s`. -/
theorem hasDerivAt_separation {r d x : ℝ} (hr : 0 < r) (hrd : r < d) (hx : x ≤ 1) :
    HasDerivAt (separation r d) (-(r * d) / separation r d x) x := by
  have h : HasDerivAt (fun y : ℝ => r ^ 2 + d ^ 2 - 2 * r * d * y) (-(2 * r * d)) x :=
    (((hasDerivAt_id' x).const_mul (2 * r * d)).const_sub (r ^ 2 + d ^ 2)).congr_deriv
      (by ring)
  refine (h.sqrt (separation_sq_pos hr hrd hx).ne').congr_deriv ?_
  show -(2 * r * d) / (2 * separation r d x) = -(r * d) / separation r d x
  ring
```

The proof first differentiates the expression under the root and then applies the rule for the square root, which needs the positivity just shown. The final `ring` cancels the factor of 2.

## A primitive turns the average into two end-point values

Let $g$ be a continuous function with primitive $G$, so that $G'=g$. The chain rule gives

$$\frac{d}{dx}\left[-\frac{G(s(x))}{rd}\right]
=-\frac{g(s)}{rd}\left(-\frac{rd}{s}\right)=\frac{g(s)}{s}.$$

The factor $1/s$ of a spherical wave is therefore supplied by the change of variable. At the ends of the interval $s(1)=d-r$ and $s(-1)=d+r$, so

$$\frac12\int_{-1}^{1}\frac{g(s(x))}{s(x)}\,dx
=\frac{G(d+r)-G(d-r)}{2rd}.$$

```lean
/-- The average of a central field `g(s)/s` over a sphere is the difference of a primitive
of `g` between the farthest and the nearest point, divided by `2 r d`. -/
theorem shellAverage_central {g G : ℝ → ℂ} {r d : ℝ} (hr : 0 < r) (hrd : r < d)
    (hG : ∀ s, HasDerivAt G (g s) s) (hg : Continuous g) :
    shellAverage (fun s => g s / s) r d = (G (d + r) - G (d - r)) / (2 * (r : ℂ) * d) := by
  have hr0 : (r : ℂ) ≠ 0 := Complex.ofReal_ne_zero.mpr hr.ne'
  have hd0 : (d : ℂ) ≠ 0 := Complex.ofReal_ne_zero.mpr (hr.trans hrd).ne'
  have hle : ∀ x ∈ Set.uIcc (-1 : ℝ) 1, x ≤ 1 := by
    intro x hx
    rw [Set.uIcc_of_le (by norm_num)] at hx
    exact hx.2
  have hs0 : ∀ x ∈ Set.uIcc (-1 : ℝ) 1, (separation r d x : ℂ) ≠ 0 := fun x hx =>
    Complex.ofReal_ne_zero.mpr (Real.sqrt_pos.mpr (separation_sq_pos hr hrd (hle x hx))).ne'
  -- the chain rule supplies an antiderivative of the integrand
  have hderiv : ∀ x ∈ Set.uIcc (-1 : ℝ) 1,
      HasDerivAt (fun y => -1 / ((r : ℂ) * d) * G (separation r d y))
        (g (separation r d x) / (separation r d x : ℂ)) x := by
    intro x hx
    have hs := hs0 x hx
    have h := (HasDerivAt.scomp x (hG (separation r d x))
      (hasDerivAt_separation hr hrd (hle x hx))).const_mul (-1 / ((r : ℂ) * d))
    refine h.congr_deriv ?_
    rw [Complex.real_smul]
    push_cast
    field_simp
  have hc : Continuous (separation r d) := by
    unfold separation
    fun_prop
  have hint : IntervalIntegrable
      (fun x => g (separation r d x) / (separation r d x : ℂ)) MeasureTheory.volume (-1) 1 :=
    ((hg.comp hc).continuousOn.div
      (Complex.continuous_ofReal.comp hc).continuousOn hs0).intervalIntegrable
  -- nearest and farthest points of the sphere
  have h1 : separation r d 1 = d - r := by
    unfold separation
    rw [show r ^ 2 + d ^ 2 - 2 * r * d * 1 = (d - r) ^ 2 by ring,
      Real.sqrt_sq (by linarith)]
  have h2 : separation r d (-1) = d + r := by
    unfold separation
    rw [show r ^ 2 + d ^ 2 - 2 * r * d * (-1) = (d + r) ^ 2 by ring,
      Real.sqrt_sq (by linarith)]
  have key := intervalIntegral.integral_eq_sub_of_hasDerivAt hderiv hint
  rw [h1, h2] at key
  show (1 / 2 : ℂ) * (∫ x in (-1 : ℝ)..1,
    g (separation r d x) / (separation r d x : ℂ)) = _
  rw [key]
  field_simp
  ring
```

The hypothesis `hG` says that `G` has derivative `g s` at every real `s`, and `hg` says that `g` is continuous. In the proof, `hderiv` is the chain-rule calculation, with `HasDerivAt.scomp` composing a complex-valued function with the real separation. Continuity of `g` and the non-vanishing of $s$ give the integrability statement `hint`. The facts `h1` and `h2` evaluate the separation at the nearest and farthest points, where the expression under the root is a perfect square. The fundamental theorem of calculus then yields `key`, and algebra with the prefactor $1/2$ finishes the proof.

## The outgoing wave

For $g(s)=e^{iks}$ a primitive is $G(s)=-\dfrac{i}{k}e^{iks}$, because $-\dfrac{i}{k}\cdot ik=1$. The difference of end-point values is

$$G(d+r)-G(d-r)
=-\frac{i}{k}e^{ikd}\left(e^{ikr}-e^{-ikr}\right)
=-\frac{i}{k}e^{ikd}\,2i\sin(kr)
=\frac{2}{k}e^{ikd}\sin(kr).$$

Division by $2rd$ gives

$$\frac{\sin(kr)}{kr}\,\frac{e^{ikd}}{d}.$$

The first factor is the regular spherical Bessel function $j_0(kr)$, and the second is the wave at the centre of the sphere.

```lean
/-- For `k ≠ 0`, the average of the wave `exp(iks)/s` over a sphere of radius `r` centred at
distance `d > r` from the source is `sin(kr)/(kr)` times the wave at the centre. -/
theorem s_wave_addition {k : ℂ} {r d : ℝ} (hk : k ≠ 0) (hr : 0 < r) (hrd : r < d) :
    shellAverage (outgoing k) r d = Complex.sin (k * r) / (k * r) * outgoing k d := by
  have hr0 : (r : ℂ) ≠ 0 := Complex.ofReal_ne_zero.mpr hr.ne'
  have hd0 : (d : ℂ) ≠ 0 := Complex.ofReal_ne_zero.mpr (hr.trans hrd).ne'
  have hG : ∀ s : ℝ, HasDerivAt (fun s : ℝ => -I / k * Complex.exp (I * k * s))
      (Complex.exp (I * k * s)) s := by
    intro s
    have h : HasDerivAt (fun z : ℂ => I * k * z) (I * k) (s : ℂ) :=
      ((hasDerivAt_id' (s : ℂ)).const_mul (I * k)).congr_deriv (mul_one _)
    refine (h.cexp.const_mul (-I / k)).comp_ofReal.congr_deriv ?_
    rw [show -I / k * (Complex.exp (I * k * s) * (I * k))
      = -(I * I) * Complex.exp (I * k * s) * (k / k) by ring, Complex.I_mul_I, div_self hk]
    ring
  have key : shellAverage (outgoing k) r d =
      (-I / k * Complex.exp (I * k * ((d + r : ℝ) : ℂ))
        - -I / k * Complex.exp (I * k * ((d - r : ℝ) : ℂ))) / (2 * (r : ℂ) * d) :=
    shellAverage_central hr hrd hG (by fun_prop)
  -- factor `exp(ikd)` out of both end-point values
  have e1 : Complex.exp (I * k * ((d + r : ℝ) : ℂ))
      = Complex.exp (I * k * d) * Complex.exp (k * r * I) := by
    rw [← Complex.exp_add]
    congr 1
    push_cast
    ring
  have e2 : Complex.exp (I * k * ((d - r : ℝ) : ℂ))
      = Complex.exp (I * k * d) * Complex.exp (-(k * r) * I) := by
    rw [← Complex.exp_add]
    congr 1
    push_cast
    ring
  rw [key, e1, e2, Complex.sin, outgoing]
  field_simp
  ring
```

In words, `s_wave_addition` states that the shell average of `outgoing k` is $\sin(kr)/(kr)$ times `outgoing k d`, provided that $k\ne0$, $r>0$ and $r<d$. The hypothesis `hk` excludes the static field $1/s$, for which the quotient $\sin(kr)/(kr)$ would have to be read as a limit.

The fact `hG` in the proof checks the primitive, and `key` inserts it into the previous lemma. The facts `e1` and `e2` split the exponentials at $d+r$ and $d-r$ into $e^{ikd}$ times $e^{\pm ikr}$. Rewriting with `Complex.sin` replaces the sine by its definition through exponentials, after which both sides agree by algebra.

## The smaller radius in the regular factor

The separation is unchanged when $r$ and $d$ are exchanged. If $r>d$, so that the source lies inside the sphere, the same integral is the average over a sphere of radius $d$ with its centre at distance $r$. The main result then applies with the two lengths exchanged. Writing $r_<$ for the smaller and $r_>$ for the larger of $r$ and $d$, both cases read

$$\frac12\int_{-1}^{1}\frac{e^{iks(x)}}{s(x)}\,dx
=\frac{\sin(kr_<)}{kr_<}\,\frac{e^{ikr_>}}{r_>}.$$

```lean
/-- For `k ≠ 0` and unequal positive `r` and `d`, with smaller value `a` and larger value `b`, the
average of `exp(iks)/s` over the sphere is `sin(ka)/(ka)` times `exp(ikb)/b`. -/
theorem s_wave_addition_min_max {k : ℂ} {r d : ℝ} (hk : k ≠ 0) (hr : 0 < r) (hd : 0 < d)
    (hne : r ≠ d) :
    shellAverage (outgoing k) r d =
      Complex.sin (k * (min r d : ℝ)) / (k * (min r d : ℝ)) * outgoing k (max r d) := by
  rcases lt_or_gt_of_ne hne with h | h
  · rw [min_eq_left h.le, max_eq_right h.le]
    exact s_wave_addition hk hr h
  · -- the separation is symmetric in the two radii
    have hsymm : separation r d = separation d r := by
      funext x
      unfold separation
      congr 1
      ring
    rw [min_eq_right (le_of_lt h), max_eq_left (le_of_lt h), ← s_wave_addition hk hd h]
    unfold shellAverage
    rw [hsymm]
```

In Lean, $r_<$ is `min r d` and $r_>$ is `max r d`. The proof distinguishes the two orderings. The first is the main theorem, and the second uses `hsymm`, the symmetry of the separation. Equal radii, for which the sphere passes through the source, are excluded by `hne`.

## The standing wave

The wave $\sin(ks)/s$ has the finite limit $k$ as $s\to0$ and needs no source there; $s$ is still the distance from that point. With $g(s)=\sin(ks)$ and $G(s)=-\cos(ks)/k$,

$$G(d+r)-G(d-r)
=-\frac1k\left[\cos(kd+kr)-\cos(kd-kr)\right]
=\frac2k\sin(kd)\sin(kr).$$

Division by $2rd$ gives

$$\frac12\int_{-1}^{1}\frac{\sin(ks(x))}{s(x)}\,dx
=\frac{\sin(kr)}{kr}\,\frac{\sin(kd)}{d}.$$

```lean
/-- The average of the standing wave `sin(ks)/s` over the sphere is `sin(kr)/(kr)` times
its value at the centre. -/
theorem standing_wave_addition {k : ℂ} {r d : ℝ} (hk : k ≠ 0) (hr : 0 < r) (hrd : r < d) :
    shellAverage (fun s => Complex.sin (k * s) / s) r d =
      Complex.sin (k * r) / (k * r) * (Complex.sin (k * d) / d) := by
  have hr0 : (r : ℂ) ≠ 0 := Complex.ofReal_ne_zero.mpr hr.ne'
  have hd0 : (d : ℂ) ≠ 0 := Complex.ofReal_ne_zero.mpr (hr.trans hrd).ne'
  have hG : ∀ s : ℝ, HasDerivAt (fun s : ℝ => -1 / k * Complex.cos (k * s))
      (Complex.sin (k * s)) s := by
    intro s
    have h : HasDerivAt (fun z : ℂ => k * z) k (s : ℂ) :=
      ((hasDerivAt_id' (s : ℂ)).const_mul k).congr_deriv (mul_one _)
    refine (h.ccos.const_mul (-1 / k)).comp_ofReal.congr_deriv ?_
    rw [show -1 / k * (-Complex.sin (k * s) * k) = Complex.sin (k * s) * (k / k) by ring,
      div_self hk, mul_one]
  have key : shellAverage (fun s => Complex.sin (k * s) / s) r d =
      (-1 / k * Complex.cos (k * ((d + r : ℝ) : ℂ))
        - -1 / k * Complex.cos (k * ((d - r : ℝ) : ℂ))) / (2 * (r : ℂ) * d) :=
    shellAverage_central hr hrd hG (by fun_prop)
  rw [key, Complex.ofReal_add, Complex.ofReal_sub, mul_add, mul_sub, Complex.cos_add,
    Complex.cos_sub]
  field_simp
  ring
```

The proof follows the same route as for the outgoing wave. The fact `hG` checks the cosine primitive, and `Complex.cos_add` and `Complex.cos_sub` expand the end-point values, whose $\cos(kd)\cos(kr)$ terms cancel. The theorem keeps the condition $r<d$ of the lemma on primitives.

## The screened wave

Let $\kappa\ne0$ be a complex number. When $\kappa$ is real and positive, it is an inverse decay length, and $e^{-\kappa s}/s$ is a screened potential or a wave at negative energy relative to the constant potential. Setting $k=i\kappa$ gives $iks=-\kappa s$, and the regular factor becomes

$$\frac{\sin(i\kappa r)}{i\kappa r}
=\frac{i\sinh(\kappa r)}{i\kappa r}
=\frac{\sinh(\kappa r)}{\kappa r}.$$

The main result therefore turns into

$$\frac12\int_{-1}^{1}\frac{e^{-\kappa s(x)}}{s(x)}\,dx
=\frac{\sinh(\kappa r)}{\kappa r}\,\frac{e^{-\kappa d}}{d}.$$

```lean
/-- For `κ ≠ 0` and a source outside the sphere, the average of the wave `exp(-κs)/s` over the
sphere is `sinh(κr)/(κr)` times its value at the centre. -/
theorem screened_wave_addition {κ : ℂ} {r d : ℝ} (hκ : κ ≠ 0) (hr : 0 < r) (hrd : r < d) :
    shellAverage (fun s => Complex.exp (-(κ * s)) / s) r d =
      Complex.sinh (κ * r) / (κ * r) * (Complex.exp (-(κ * d)) / d) := by
  -- use the wave `outgoing` at the wavenumber `iκ`
  have ho : outgoing (κ * I) = fun s : ℝ => Complex.exp (-(κ * s)) / s := by
    funext s
    have e : I * (κ * I) * (s : ℂ) = -(κ * s) := by
      linear_combination κ * s * Complex.I_mul_I
    rw [outgoing, e]
  have h := s_wave_addition (mul_ne_zero hκ Complex.I_ne_zero) hr hrd
  rw [ho, show κ * I * (r : ℂ) = κ * r * I by ring, Complex.sin_mul_I,
    mul_div_mul_right _ _ Complex.I_ne_zero] at h
  exact h

end

end SWaveAddition
```

No new integral is needed, because `s_wave_addition` already holds for complex wavenumbers. The fact `ho` identifies the outgoing wave at wavenumber `κ * I` with the screened wave. `Complex.sin_mul_I` then converts the sine to a hyperbolic sine, and the common factor $i$ cancels.

```lean
#print axioms SWaveAddition.s_wave_addition_min_max
#print axioms SWaveAddition.standing_wave_addition
#print axioms SWaveAddition.screened_wave_addition
```

```
'SWaveAddition.s_wave_addition_min_max' depends on axioms: [propext, Classical.choice, Quot.sound]
'SWaveAddition.standing_wave_addition' depends on axioms: [propext, Classical.choice, Quot.sound]
'SWaveAddition.screened_wave_addition' depends on axioms: [propext, Classical.choice, Quot.sound]
```
